# Thouless amplitudes are unique for an orbital space with invertible reference overlap

Let the columns of C0 be k occupied orbitals and the columns of V the virtual orbitals, such that (C0, V) is a unitary matrix. Let C be another set of k orthonormal orbitals whose overlap matrix S = C0ᴴC is invertible. Then exactly one matrix Z makes C and C0 + VZ span the same space, and

|det S|² = 1 / det(1 + ZᴴZ).

## Orbital spaces and determinants

A Slater determinant is fixed, up to a factor, by the space that its occupied orbitals span. The matrix C contains more than that, because mixing the occupied orbitals among themselves changes C but not the space. The amplitudes Z remove this redundancy: column i of C0 + VZ is the reference orbital i plus an admixture of virtual orbitals, with Z_ai the amount of virtual orbital a.

The orbitals here are spin orbitals, each holding one electron. For two normalised determinants built from C0 and C, the overlap is then det S. The formula therefore gives the weight of the reference determinant in the other one, for single determinants in a finite orthonormal basis. If the columns are instead spatial orbitals, each doubly occupied, the overlap is (det S)² and the weight is the square of the value in the formula.

Thouless's theorem is usually stated in Fock space, where an exponential of single excitations acts on the reference determinant. The result here concerns the orbital matrices underneath that statement; the exponential and the many-electron states do not enter.

## The statement in Lean

The main theorem is `thouless`. The finite types `n`, `k` and `m` label the basis functions, the occupied orbitals and the virtual orbitals. The objects and hypotheses are these:

- `IsOrbitalPartition C0 V` says that (C0, V) is unitary, through four relations: C0ᴴC0 = 1, VᴴV = 1, C0ᴴV = 0 and C0C0ᴴ + VVᴴ = 1.
- `hC` says that the orbitals C are orthonormal.
- `hS` says that the overlap matrix is invertible. Physically, no nonzero orbital in the space of C is orthogonal to all the reference occupied orbitals.
- `colSpan A` is the range of A acting on coefficient vectors, which is the orbital space.

The conclusion provides a Z with three properties: the spaces agree, every Z' for which they agree equals Z, and the determinant formula holds. The formula is an equation between complex numbers, so the real number |det S|² appears with a cast to `ℂ`.

Overlaps are formed as C0ᴴC with no metric in between, so the basis functions are taken to be orthonormal. To apply the theorem as stated to coefficients in a non-orthogonal atomic basis, one first transforms them to an orthonormal basis. Both orbital sets carry the same index type `k`, hence the same number of electrons.

## Deriving the amplitudes

**Spans as matrix equations.** The column span of A lies in that of B exactly when A = BX for some square X. If the inclusion holds, each column of A equals B times some coefficient vector, and these vectors are the columns of X. Conversely, A = BX gives Av = B(Xv) for every v.

**Uniqueness.** Write T = C0 + VZ and suppose that T and C span the same space. Then T = CX for some X. Multiplying by C0ᴴ and by Vᴴ gives

C0ᴴC0 + C0ᴴVZ = 1 = SX,

VᴴC0 + VᴴVZ = Z = VᴴCX.

Since S is square, the first line says that S is invertible and X = S⁻¹. The second line then fixes the amplitudes:

Z = VᴴCS⁻¹.

**Existence.** Let S be invertible and take this Z. Completeness gives

C0 + VZ = C0SS⁻¹ + VVᴴCS⁻¹ = (C0C0ᴴ + VVᴴ)CS⁻¹ = CS⁻¹.

So T = CS⁻¹ and C = TS, and the two spans agree. The orthonormality of C has not been used up to this point.

## Deriving the overlap formula

The Thouless orbitals are in general not orthonormal. Their metric is

TᴴT = C0ᴴC0 + C0ᴴVZ + ZᴴVᴴC0 + ZᴴVᴴVZ = 1 + ZᴴZ.

From T = CX and CᴴC = 1, the same metric equals XᴴX. With XS = 1 and SX = 1,

(1 + ZᴴZ)SSᴴ = Xᴴ(XS)Sᴴ = XᴴSᴴ = (SX)ᴴ = 1.

Taking determinants gives

det(1 + ZᴴZ) · |det S|² = 1,

which is the formula, and it also shows that the denominator is nonzero.

The inverse metric is therefore SSᴴ, and the density matrix follows:

T(1 + ZᴴZ)⁻¹Tᴴ = CXSSᴴXᴴCᴴ = C(XS)(XS)ᴴCᴴ = CCᴴ.

For a fixed reference (C0, V), the density matrix thus depends on Z alone.

## Two levels, one occupied orbital

Take C0 = (1, 0), V = (0, 1) and C = (3/5, 4/5), all read as columns. Then S = 3/5 and VᴴC = 4/5, so

Z = (4/5)/(3/5) = 4/3,

1/(1 + Z²) = 1/(25/9) = 9/25 = (3/5)².

For a general rotation C = (cos θ, sin θ) with cos θ ≠ 0, the amplitude is Z = tan θ and the formula reads cos²θ = 1/(1 + tan²θ). As θ approaches π/2 the amplitude diverges. At θ = π/2 the overlap vanishes, and no finite Z represents the orbital.

## The complete file

```lean
import Mathlib

open Matrix

namespace ThoulessParametrisation

variable {n k m : Type*} [Fintype n] [Fintype k] [Fintype m]
  [DecidableEq n] [DecidableEq k] [DecidableEq m]

/-- The occupied orbitals `C0` and the virtual orbitals `V` together form a unitary matrix:
each set is orthonormal, the two sets are mutually orthogonal, and together they are complete. -/
structure IsOrbitalPartition (C0 : Matrix n k ℂ) (V : Matrix n m ℂ) : Prop where
  occ : C0ᴴ * C0 = 1
  virt : Vᴴ * V = 1
  cross : C0ᴴ * V = 0
  complete : C0 * C0ᴴ + V * Vᴴ = 1

/-- The orbital space spanned by the columns of a coefficient matrix. -/
def colSpan (A : Matrix n k ℂ) : Submodule ℂ (n → ℂ) :=
  LinearMap.range A.mulVecLin

omit [Fintype n] [DecidableEq n] in
/-- One orbital space lies in another exactly when its orbitals are linear combinations
of the orbitals of the other. -/
theorem colSpan_le_iff (A B : Matrix n k ℂ) :
    colSpan A ≤ colSpan B ↔ ∃ X : Matrix k k ℂ, A = B * X := by
  constructor
  · intro h
    have hx : ∀ j, ∃ x : k → ℂ, B *ᵥ x = A *ᵥ Pi.single j 1 := by
      intro j
      have hj : A *ᵥ Pi.single j 1 ∈ colSpan A :=
        LinearMap.mem_range.2 ⟨Pi.single j 1, rfl⟩
      exact LinearMap.mem_range.1 (h hj)
    -- collect the expansion coefficients of all columns in one matrix
    choose x hx using hx
    refine ⟨Matrix.of fun i j => x j i, ?_⟩
    ext i j
    have hij := congrFun (hx j) i
    rw [Matrix.mulVec_single_one] at hij
    exact hij.symm
  · rintro ⟨X, hX⟩ y hy
    obtain ⟨v, hv⟩ := LinearMap.mem_range.1 hy
    refine LinearMap.mem_range.2 ⟨X *ᵥ v, ?_⟩
    rw [← hv, hX]
    simp [Matrix.mulVec_mulVec]

/-- Let `C0` and `V` form an orbital partition (together a unitary matrix). If the orbitals
`C0 + V Z` are combinations `C X` of the orbitals `C`, then `X` inverts the overlap matrix `C0ᴴ C`,
and the amplitudes are `Z = Vᴴ C X`. -/
theorem amplitudes_of_expansion {C0 C : Matrix n k ℂ} {V : Matrix n m ℂ}
    (h : IsOrbitalPartition C0 V) {Z : Matrix m k ℂ} {X : Matrix k k ℂ}
    (hX : C0 + V * Z = C * X) : (C0ᴴ * C) * X = 1 ∧ Z = Vᴴ * C * X := by
  have hc : Vᴴ * C0 = 0 := by
    simpa using congrArg Matrix.conjTranspose h.cross
  constructor
  · -- project on the occupied orbitals
    rw [Matrix.mul_assoc, ← hX, Matrix.mul_add, ← Matrix.mul_assoc, h.occ, h.cross,
      Matrix.zero_mul, add_zero]
  · -- project on the virtual orbitals
    rw [Matrix.mul_assoc, ← hX, Matrix.mul_add, ← Matrix.mul_assoc, h.virt, hc,
      Matrix.one_mul, zero_add]

/-- Let `C0` and `V` form an orbital partition (together a unitary matrix). The orbital space of `C`
has a Thouless representation `C0 + V Z` exactly when the overlap matrix `C0ᴴ C` is invertible; `C`
need not be orthonormal. -/
theorem exists_amplitudes_iff {C0 : Matrix n k ℂ} {V : Matrix n m ℂ}
    (h : IsOrbitalPartition C0 V) (C : Matrix n k ℂ) :
    (∃ Z : Matrix m k ℂ, colSpan C = colSpan (C0 + V * Z)) ↔ IsUnit (C0ᴴ * C) := by
  constructor
  · rintro ⟨Z, hZ⟩
    obtain ⟨X, hX⟩ := (colSpan_le_iff _ _).1 hZ.ge
    have hSX := (amplitudes_of_expansion h hX).1
    exact ⟨⟨C0ᴴ * C, X, hSX, mul_eq_one_comm.1 hSX⟩, rfl⟩
  · intro hS
    have hd := (Matrix.isUnit_iff_isUnit_det _).1 hS
    -- completeness shows that the orbitals `C S⁻¹`, with `S = C0ᴴ C`, have Thouless form
    have hT : C0 + V * (Vᴴ * C * (C0ᴴ * C)⁻¹) = C * (C0ᴴ * C)⁻¹ := by
      calc C0 + V * (Vᴴ * C * (C0ᴴ * C)⁻¹)
          = C0 * ((C0ᴴ * C) * (C0ᴴ * C)⁻¹) + V * (Vᴴ * C * (C0ᴴ * C)⁻¹) := by
            rw [Matrix.mul_nonsing_inv _ hd, Matrix.mul_one]
        _ = (C0 * C0ᴴ + V * Vᴴ) * (C * (C0ᴴ * C)⁻¹) := by
            simp only [Matrix.add_mul, Matrix.mul_assoc]
        _ = C * (C0ᴴ * C)⁻¹ := by rw [h.complete, Matrix.one_mul]
    refine ⟨Vᴴ * C * (C0ᴴ * C)⁻¹, ?_⟩
    rw [hT]
    apply le_antisymm
    · refine (colSpan_le_iff _ _).2 ⟨C0ᴴ * C, ?_⟩
      rw [Matrix.mul_assoc C, Matrix.nonsing_inv_mul _ hd, Matrix.mul_one]
    · exact (colSpan_le_iff _ _).2 ⟨_, rfl⟩

/-- If `C0` and `V` form an orbital partition (together a unitary matrix), the overlap matrix of the
Thouless orbitals `C0 + V Z` among themselves is `1 + Zᴴ Z`. -/
theorem thouless_metric {C0 : Matrix n k ℂ} {V : Matrix n m ℂ}
    (h : IsOrbitalPartition C0 V) (Z : Matrix m k ℂ) :
    (C0 + V * Z)ᴴ * (C0 + V * Z) = 1 + Zᴴ * Z := by
  have hc : Vᴴ * C0 = 0 := by
    simpa using congrArg Matrix.conjTranspose h.cross
  calc (C0 + V * Z)ᴴ * (C0 + V * Z)
      = C0ᴴ * C0 + (C0ᴴ * V) * Z + Zᴴ * (Vᴴ * C0) + Zᴴ * (Vᴴ * V) * Z := by
        simp only [Matrix.conjTranspose_add, Matrix.conjTranspose_mul, Matrix.add_mul,
          Matrix.mul_add, Matrix.mul_assoc]
        abel
    _ = 1 + Zᴴ * Z := by
        rw [h.occ, h.cross, hc, h.virt]
        simp

/-- Let `C0` and `V` form an orbital partition (together a unitary matrix). For orthonormal `C`
spanning the same space as `C0 + V Z`, the metric `1 + Zᴴ Z` is inverted by `S Sᴴ`, where
`S = C0ᴴ C`. -/
theorem metric_mul_overlap {C0 C : Matrix n k ℂ} {V : Matrix n m ℂ}
    (h : IsOrbitalPartition C0 V) (hC : Cᴴ * C = 1) {Z : Matrix m k ℂ}
    (hZ : colSpan C = colSpan (C0 + V * Z)) :
    (1 + Zᴴ * Z) * ((C0ᴴ * C) * (C0ᴴ * C)ᴴ) = 1 := by
  obtain ⟨X, hX⟩ := (colSpan_le_iff _ _).1 hZ.ge
  have hSX := (amplitudes_of_expansion h hX).1
  have hXS : X * (C0ᴴ * C) = 1 := mul_eq_one_comm.1 hSX
  rw [← thouless_metric h Z, hX, Matrix.conjTranspose_mul C X]
  calc Xᴴ * Cᴴ * (C * X) * ((C0ᴴ * C) * (C0ᴴ * C)ᴴ)
      = Xᴴ * (Cᴴ * C) * (X * (C0ᴴ * C)) * (C0ᴴ * C)ᴴ := by
        simp only [Matrix.mul_assoc]
    _ = 1 := by
        rw [hC, hXS, Matrix.mul_one, Matrix.mul_one, ← Matrix.conjTranspose_mul, hSX,
          Matrix.conjTranspose_one]

/-- Thouless parametrisation: let `C0` and `V` form an orbital partition (together a unitary
matrix). For orthonormal `C` with invertible overlap `C0ᴴ C`, exactly one `Z` makes `C0 + V Z` span
the space of `C`, and the squared modulus of the determinant of `C0ᴴ C` is `1 / det (1 + Zᴴ Z)`. -/
theorem thouless {C0 C : Matrix n k ℂ} {V : Matrix n m ℂ}
    (h : IsOrbitalPartition C0 V) (hC : Cᴴ * C = 1) (hS : IsUnit (C0ᴴ * C)) :
    ∃ Z : Matrix m k ℂ, colSpan C = colSpan (C0 + V * Z) ∧
      (∀ Z' : Matrix m k ℂ, colSpan C = colSpan (C0 + V * Z') → Z' = Z) ∧
      ((‖(C0ᴴ * C).det‖ ^ 2 : ℝ) : ℂ) = 1 / (1 + Zᴴ * Z).det := by
  obtain ⟨Z, hZ⟩ := (exists_amplitudes_iff h C).2 hS
  refine ⟨Z, hZ, ?_, ?_⟩
  · intro Z' hZ'
    obtain ⟨X, hX⟩ := (colSpan_le_iff _ _).1 hZ.ge
    obtain ⟨Y, hY⟩ := (colSpan_le_iff _ _).1 hZ'.ge
    obtain ⟨hX1, hX2⟩ := amplitudes_of_expansion h hX
    obtain ⟨hY1, hY2⟩ := amplitudes_of_expansion h hY
    -- both expansion matrices are the inverse of the same overlap matrix
    have hXY : Y = X := hS.mul_left_cancel (hY1.trans hX1.symm)
    rw [hY2, hX2, hXY]
  · have hdet := congrArg Matrix.det (metric_mul_overlap h hC hZ)
    rw [Matrix.det_mul, Matrix.det_mul, Matrix.det_conjTranspose, Matrix.det_one] at hdet
    have hn : (C0ᴴ * C).det * star (C0ᴴ * C).det
        = ((‖(C0ᴴ * C).det‖ ^ 2 : ℝ) : ℂ) := by
      rw [← Complex.normSq_eq_norm_sq]
      exact Complex.mul_conj _
    rw [hn] at hdet
    exact eq_one_div_of_mul_eq_one_right hdet

/-- For `C0` and `V` that form an orbital partition (together a unitary matrix): the density matrix
`C Cᴴ` of orthonormal orbitals `C` that span the same space as `C0 + V Z`, written in terms of the
Thouless orbitals and their inverse metric. -/
theorem density_matrix {C0 C : Matrix n k ℂ} {V : Matrix n m ℂ}
    (h : IsOrbitalPartition C0 V) (hC : Cᴴ * C = 1) {Z : Matrix m k ℂ}
    (hZ : colSpan C = colSpan (C0 + V * Z)) :
    C * Cᴴ = (C0 + V * Z) * (1 + Zᴴ * Z)⁻¹ * (C0 + V * Z)ᴴ := by
  obtain ⟨X, hX⟩ := (colSpan_le_iff _ _).1 hZ.ge
  have hXS : X * (C0ᴴ * C) = 1 := mul_eq_one_comm.1 (amplitudes_of_expansion h hX).1
  rw [Matrix.inv_eq_right_inv (metric_mul_overlap h hC hZ), hX]
  symm
  calc C * X * ((C0ᴴ * C) * (C0ᴴ * C)ᴴ) * (C * X)ᴴ
      = C * (X * (C0ᴴ * C)) * (X * (C0ᴴ * C))ᴴ * Cᴴ := by
        simp only [Matrix.conjTranspose_mul, Matrix.mul_assoc]
    _ = C * Cᴴ := by
        rw [hXS, Matrix.conjTranspose_one, Matrix.mul_one, Matrix.mul_one]

/-- In a two-level system the occupied orbital `(1, 0)` and the virtual orbital `(0, 1)` form an
orbital partition, and the rotated orbital `(3/5, 4/5)` is normalised and has invertible overlap
with the occupied one. -/
theorem thouless_witness :
    IsOrbitalPartition (!![1; 0] : Matrix (Fin 2) (Fin 1) ℂ)
      (!![0; 1] : Matrix (Fin 2) (Fin 1) ℂ) ∧
    (!![3 / 5; 4 / 5] : Matrix (Fin 2) (Fin 1) ℂ)ᴴ *
      (!![3 / 5; 4 / 5] : Matrix (Fin 2) (Fin 1) ℂ) = 1 ∧
    IsUnit ((!![1; 0] : Matrix (Fin 2) (Fin 1) ℂ)ᴴ *
      (!![3 / 5; 4 / 5] : Matrix (Fin 2) (Fin 1) ℂ)) := by
  -- the real coefficients are unchanged by complex conjugation
  have h3 : (starRingEnd ℂ) 3 = 3 := Complex.ext (by simp) (by simp)
  have h4 : (starRingEnd ℂ) 4 = 4 := Complex.ext (by simp) (by simp)
  have h5 : (starRingEnd ℂ) 5 = 5 := Complex.ext (by simp) (by simp)
  refine ⟨⟨?_, ?_, ?_, ?_⟩, ?_, ?_⟩
  iterate 5
    · ext i j
      simp only [Matrix.add_apply, Matrix.mul_apply, Matrix.conjTranspose_apply]
      fin_cases i <;> fin_cases j <;>
        norm_num [Fin.sum_univ_succ, Matrix.one_apply, h3, h4, h5]
  · rw [Matrix.isUnit_iff_isUnit_det, Matrix.det_fin_one, isUnit_iff_ne_zero]
    norm_num [Matrix.mul_apply, Fin.sum_univ_succ]

end ThoulessParametrisation
```

```lean
#print axioms ThoulessParametrisation.thouless
#print axioms ThoulessParametrisation.density_matrix
```

```
'ThoulessParametrisation.thouless' depends on axioms: [propext, Classical.choice, Quot.sound]
'ThoulessParametrisation.density_matrix' depends on axioms: [propext, Classical.choice, Quot.sound]
```

## How the lemmas fit together

`colSpan_le_iff` translates between spans and matrix equations. In the forward direction, `choose` picks one coefficient vector per column, and `Matrix.of` assembles them into X.

`amplitudes_of_expansion` contains the two projections. Each is a single `rw` chain that replaces CX by C0 + VZ, expands the product and inserts the block relations. The relation VᴴC0 = 0 is obtained by taking the conjugate transpose of `h.cross`.

`exists_amplitudes_iff` states that a Thouless representation exists if and only if S is invertible, for any C with k columns. One direction uses SX = 1, with `mul_eq_one_comm` supplying XS = 1 for square matrices. In the other, `hT` is the completeness calculation above, and `le_antisymm` reduces equality of the spans to two inclusions, with coefficient matrices S and S⁻¹.

`thouless_metric` expands TᴴT into its four terms. `metric_mul_overlap` then replaces T by CX and regroups the product so that CᴴC, XS and (SX)ᴴ can each be replaced by 1. This is where `hC` enters.

`thouless` combines these results. For uniqueness, two candidates Z and Z' give expansion matrices X and Y with SX = 1 = SY. Cancelling S by `hS.mul_left_cancel` gives Y = X, and the formula for the amplitudes gives Z' = Z. For the overlap, `congrArg Matrix.det` takes determinants of the metric identity, `hn` identifies det S times its conjugate with |det S|², and the last line solves for that factor.

`density_matrix` uses `Matrix.inv_eq_right_inv` to replace the inverse metric by SSᴴ, after which the calculation is the one given above.

`thouless_witness` confirms that the two-level orbitals with overlap 3/5 satisfy every hypothesis of `thouless`. The five matrix equations are checked entry by entry, and invertibility reduces to a nonzero 1 × 1 determinant.
